# The leading-order Kondo temperature D exp(−1/(2g)) lies strictly between zero and the cutoff D for positive D and g

The theorem `kondoTemp_mem` concerns the Kondo temperature, written as an energy (k_B = 1) by the formula D exp(−1/(2g)). Here D is a cutoff measured from the Fermi level and g is a dimensionless coupling. This is the leading-order scaling form for a spin-1/2 impurity in a band with a constant density of states ρ per spin, with g = ρJ and the exchange written as J **S**·**σ**, where **S** is the impurity spin in units of ħ and **σ** is the vector of Pauli matrices for the conduction electrons at the impurity. With the electron spin **σ**/2 in place of **σ**, the same formula would read D exp(−1/g). Positive g means antiferromagnetic exchange.

The theorem states that for real D > 0 and g > 0 (the coupling is called `x` in the theorem) this value lies in the open interval (0, D). The formula is taken as a definition, not derived from a Hamiltonian. The proof gets the lower bound from the positivity of D and of the exponential. For the upper bound it shows that the exponent is negative, so that the exponential is below one and multiplying D by it gives less than D.

The failing Lean file:

```lean
import Mathlib

open Filter Topology Set

namespace KondoPoorMansScaling

noncomputable section

/-- The Kondo temperature `D exp(-1/(2g))` for the cutoff `D`, measured from the Fermi level, and
the coupling `g`. -/
def kondoTemp (D g : ℝ) : ℝ := D * Real.exp (-1 / (2 * g))

/-- For a positive coupling the Kondo temperature lies strictly between zero and the
bandwidth. -/
theorem kondoTemp_mem {D x : ℝ} (hD : 0 < D) (hx : 0 < x) :
    kondoTemp D x ∈ Ioo 0 D := by
  refine ⟨mul_pos hD (Real.exp_pos _), ?_⟩
  have h : -1 / (2 * x) < 0 := div_neg_of_neg_of_pos (by norm_num) (by positivity)
  exact mul_lt_of_lt_one_right hD (Real.exp_lt_one h)

end

end KondoPoorMansScaling
```

The error:

```
Main.lean:19:35: error(lean.unknownIdentifier): Unknown constant `Real.exp_lt_one`
```

Diagnosis. The message says that Lean knows no constant called `Real.exp_lt_one`. The proof uses that name in its last line as a lemma that turns `h`, the proof that the exponent `-1 / (2 * x)` is negative, into a proof that its exponential is less than one. The mathematical step is sound, but the name refers to nothing in the imported library, so the term cannot be elaborated.

The repair uses `Real.exp_lt_one_iff` instead, an equivalence between `Real.exp x < 1` and `x < 0`. An equivalence is not applied directly to `h`; its direction from right to left is selected with `.mpr`, which takes the negativity of the exponent and returns the bound on the exponential. That bound is what `mul_lt_of_lt_one_right` needs, together with `hD`, to conclude that the product is less than `D`. The rest of the proof is unchanged.

As a diff, the version that Lean accepts:

```diff
@@ -17,5 +17,5 @@
   refine ⟨mul_pos hD (Real.exp_pos _), ?_⟩
   have h : -1 / (2 * x) < 0 := div_neg_of_neg_of_pos (by norm_num) (by positivity)
-  exact mul_lt_of_lt_one_right hD (Real.exp_lt_one h)
+  exact mul_lt_of_lt_one_right hD (Real.exp_lt_one_iff.mpr h)
 
 end
```
